# Metropolis rates are the largest reversible rates bounded by symmetric proposal rates, and the Glauber Dirichlet form is at least half the Metropolis one

Q: Show me the difference between Metropolis and Glauber dynamics on something tiny.

A: Take states 0 and 1 with equilibrium weights $1$ and $\varepsilon\le 1$, $\varepsilon>0$, and attempt jumps both ways at unit rate. Metropolis accepts the uphill jump $0\to1$ with probability $\varepsilon$, Glauber with $\varepsilon/(1+\varepsilon)$. Since state 0 has weight $1$, these are also the equilibrium fluxes, up to the common factor $1/(1+\varepsilon)$ that normalises the weights. Their ratio, Glauber to Metropolis, is $1/(1+\varepsilon)$: one half for equal weights, close to one for a high-lying state 1.

Q: And for many states?

A: Let $\pi_i>0$ be the weights, for instance Boltzmann factors, and $q_{ij}=q_{ji}\ge0$ the proposal rates. The index type `ι` labels configurations, and a rate is a real function of two of them.

In Lean 4 with Mathlib:

```lean
import Mathlib

namespace KineticMonteCarlo

noncomputable section

variable {ι : Type*}
```

Q: Where does equilibrium enter?

A: Through detailed balance, $\pi_i r_{ij}=\pi_j r_{ji}$. The weights need not be normalised.

```lean
/-- Detailed balance of the rates `r` with respect to the weights `π`. -/
def Reversible (π : ι → ℝ) (r : ι → ι → ℝ) : Prop :=
  ∀ i j, π i * r i j = π j * r j i
```

Q: "Largest" among what? Rates can always be scaled up.

A: Among nonnegative reversible rates with $r_{ij}\le q_{ij}$. The cap says that a jump cannot happen more often than it is attempted. It is postulated, not derived from barriers or a microscopic Hamiltonian.

```lean
/-- Nonnegative rates that obey detailed balance and never exceed the proposal rates `q`. -/
def admissible (π : ι → ℝ) (q : ι → ι → ℝ) : Set (ι → ι → ℝ) :=
  {r | (∀ i j, 0 ≤ r i j) ∧ Reversible π r ∧ ∀ i j, r i j ≤ q i j}
```

Q: And the two competitors?

A: They multiply $q_{ij}$ by $\min(1,\pi_j/\pi_i)$ and by $\pi_j/(\pi_i+\pi_j)$.

```lean
/-- Metropolis rates: proposal rate times the acceptance probability `min 1 (π j / π i)`. -/
def metropolis (π : ι → ℝ) (q : ι → ι → ℝ) (i j : ι) : ℝ :=
  q i j * min 1 (π j / π i)

/-- Glauber rates: proposal rate times the acceptance probability `π j / (π i + π j)`. -/
def glauber (π : ι → ℝ) (q : ι → ι → ℝ) (i j : ι) : ℝ :=
  q i j * (π j / (π i + π j))
```

Q: How do you compare whole dynamics rather than single rates?

A: With the generator $(Lf)_i=\sum_j r_{ij}(f_j-f_i)$ and the Dirichlet form
$$D_r(f)=\tfrac12\sum_{i,j}\pi_i r_{ij}(f_j-f_i)^2 .$$
Both are defined here for a finite state space, which avoids questions of convergence; the maximality of the rates is proved without that restriction. Diagonal entries $r_{ii}$ contribute to neither.

```lean
/-- The generator of the jump process with rates `r`, acting on an observable `f`. -/
def generator [Fintype ι] (r : ι → ι → ℝ) (f : ι → ℝ) (i : ι) : ℝ :=
  ∑ j, r i j * (f j - f i)

/-- The Dirichlet form: half the sum of flux times squared change of the observable. -/
def dirichlet [Fintype ι] (π : ι → ℝ) (r : ι → ι → ℝ) (f : ι → ℝ) : ℝ :=
  1 / 2 * ∑ i, ∑ j, π i * r i j * (f j - f i) ^ 2
```

Q: Is that form really tied to the dynamics, or just a convenient sum?

A: It equals $-\sum_i\pi_i f_i(Lf)_i$. Write $S=\sum_{i,j}\pi_i r_{ij}f_i(f_j-f_i)$ for the pairing. Exchanging $i$ and $j$ and using detailed balance gives $S=\sum_{i,j}\pi_i r_{ij}f_j(f_i-f_j)$. Adding the two expressions gives $2S=-\sum_{i,j}\pi_i r_{ij}(f_j-f_i)^2$, so $D_r(f)=-S$. In the proof, `e1` expands the pairing, `e2` is the exchange and `e3` the addition.

```lean
/-- Under detailed balance the Dirichlet form is minus the `π`-weighted pairing of `f`
with the generator applied to `f`. -/
theorem dirichlet_eq_neg_generator [Fintype ι] {π : ι → ℝ} {r : ι → ι → ℝ}
    (h : Reversible π r) (f : ι → ℝ) :
    dirichlet π r f = -∑ i, π i * f i * generator r f i := by
  have e1 : ∑ i, π i * f i * generator r f i
      = ∑ i, ∑ j, π i * r i j * (f i * (f j - f i)) := by
    unfold generator
    refine Finset.sum_congr rfl fun i _ => ?_
    rw [Finset.mul_sum]
    exact Finset.sum_congr rfl fun j _ => by ring
  -- exchange the two states and use detailed balance
  have e2 : ∑ i, ∑ j, π i * r i j * (f i * (f j - f i))
      = ∑ i, ∑ j, π i * r i j * (f j * (f i - f j)) := by
    rw [Finset.sum_comm]
    refine Finset.sum_congr rfl fun i _ => Finset.sum_congr rfl fun j _ => ?_
    rw [h i j]
  have e3 : ∑ i, ∑ j, π i * r i j * (f i * (f j - f i))
      + ∑ i, ∑ j, π i * r i j * (f j * (f i - f j))
      + ∑ i, ∑ j, π i * r i j * (f j - f i) ^ 2 = 0 := by
    simp only [← Finset.sum_add_distrib]
    exact Finset.sum_eq_zero fun i _ => Finset.sum_eq_zero fun j _ => by ring
  unfold dirichlet
  rw [e1]
  linarith
```

Q: What makes the comparison easy?

A: Fluxes. Multiplying the rates by $\pi_i$ gives
$$\pi_i r^{\rm M}_{ij}=q_{ij}\min(\pi_i,\pi_j),\qquad \pi_i r^{\rm G}_{ij}=q_{ij}\frac{\pi_i\pi_j}{\pi_i+\pi_j},$$
where M and G stand for Metropolis and Glauber. Both are symmetric in $i$ and $j$, which is detailed balance.

```lean
/-- The Metropolis flux between two states is the proposal rate times the smaller weight. -/
theorem metropolis_flux {π : ι → ℝ} (hπ : ∀ i, 0 < π i) (q : ι → ι → ℝ) (i j : ι) :
    π i * metropolis π q i j = q i j * min (π i) (π j) := by
  have hi := (hπ i).ne'
  have e : π i * (π j / π i) = π j := by field_simp
  have h : π i * min 1 (π j / π i) = min (π i) (π j) := by
    rw [mul_min_of_nonneg _ _ (hπ i).le, mul_one, e]
  unfold metropolis
  linear_combination q i j * h

/-- The Glauber flux is the proposal rate times the product of the weights over their sum. -/
theorem glauber_flux (π : ι → ℝ) (q : ι → ι → ℝ) (i j : ι) :
    π i * glauber π q i j = q i j * (π i * π j / (π i + π j)) := by
  unfold glauber
  ring
```

Q: Why can no admissible rate beat Metropolis, even on one pair?

A: The cap on $i\to j$ gives $\pi_i r_{ij}\le q_{ij}\pi_i$. Detailed balance and the cap on the reverse jump give $\pi_i r_{ij}=\pi_j r_{ji}\le q_{ij}\pi_j$. Hence $\pi_i r_{ij}\le q_{ij}\min(\pi_i,\pi_j)$, the Metropolis flux; divide by $\pi_i$. `IsGreatest` says that the Metropolis rates are themselves admissible and bound every admissible choice entry by entry. The two flux bounds are `h1` and `h2`.

```lean
/-- Metropolis rates are the greatest nonnegative rates that obey detailed balance and are
bounded by the symmetric proposal rates. -/
theorem metropolis_isGreatest {π : ι → ℝ} {q : ι → ι → ℝ} (hπ : ∀ i, 0 < π i)
    (hq : ∀ i j, q i j = q j i) (hq0 : ∀ i j, 0 ≤ q i j) :
    IsGreatest (admissible π q) (metropolis π q) := by
  refine ⟨⟨fun i j => ?_, fun i j => ?_, fun i j => ?_⟩, ?_⟩
  · exact mul_nonneg (hq0 i j) (le_min zero_le_one (div_pos (hπ j) (hπ i)).le)
  · rw [metropolis_flux hπ, metropolis_flux hπ, hq i j, min_comm]
  · exact mul_le_of_le_one_right (hq0 i j) (min_le_left _ _)
  · rintro r ⟨_, hrev, hle⟩ i j
    -- the flux is bounded from both ends of the jump
    have h1 : π i * r i j ≤ q i j * π i := by
      have := mul_le_mul_of_nonneg_left (hle i j) (hπ i).le
      linarith
    have h2 : π i * r i j ≤ q i j * π j := by
      have := mul_le_mul_of_nonneg_left (hle j i) (hπ j).le
      rw [hrev i j, hq i j]
      linarith
    refine le_of_mul_le_mul_left ?_ (hπ i)
    rw [metropolis_flux hπ, mul_min_of_nonneg _ _ (hq0 i j)]
    exact le_min h1 h2
```

Q: Does Glauber belong to that class?

A: Yes: its flux is symmetric and its acceptance probability lies between 0 and 1.

```lean
/-- Glauber rates are nonnegative, obey detailed balance and are bounded by the proposals. -/
theorem glauber_mem_admissible {π : ι → ℝ} {q : ι → ι → ℝ} (hπ : ∀ i, 0 < π i)
    (hq : ∀ i j, q i j = q j i) (hq0 : ∀ i j, 0 ≤ q i j) :
    glauber π q ∈ admissible π q := by
  refine ⟨fun i j => ?_, fun i j => ?_, fun i j => ?_⟩
  · exact mul_nonneg (hq0 i j) (div_pos (hπ j) (add_pos (hπ i) (hπ j))).le
  · rw [glauber_flux, glauber_flux, hq i j, mul_comm (π i) (π j), add_comm (π i) (π j)]
  · refine mul_le_of_le_one_right (hq0 i j) ?_
    rw [div_le_one (add_pos (hπ i) (hπ j))]
    linarith [hπ i]
```

Q: Then the upper bound is immediate?

A: Yes. $D_r(f)$ sums the rates with nonnegative factors $\pi_i(f_j-f_i)^2$, so raising rates can never lower the form.

```lean
/-- No admissible rates have a larger Dirichlet form than the Metropolis rates. -/
theorem dirichlet_le_metropolis [Fintype ι] {π : ι → ℝ} {q r : ι → ι → ℝ}
    (hπ : ∀ i, 0 < π i) (hq : ∀ i j, q i j = q j i) (hq0 : ∀ i j, 0 ≤ q i j)
    (hr : r ∈ admissible π q) (f : ι → ℝ) :
    dirichlet π r f ≤ dirichlet π (metropolis π q) f := by
  have h := (metropolis_isGreatest hπ hq hq0).2 hr
  refine mul_le_mul_of_nonneg_left
    (Finset.sum_le_sum fun i _ => Finset.sum_le_sum fun j _ => ?_) (by norm_num)
  exact mul_le_mul_of_nonneg_right
    (mul_le_mul_of_nonneg_left (h i j) (hπ i).le) (sq_nonneg _)
```

Q: And the factor one half?

A: For positive $a\le b$ we have $a+b\le 2b$, so $ab/(a+b)\ge a/2=\min(a,b)/2$; the other case is symmetric. This is `hm`. Setting $a=\pi_i$, $b=\pi_j$, multiplying by $q_{ij}(f_j-f_i)^2$ and summing gives `key`, and so
$$\tfrac12D_{\rm M}(f)\le D_{\rm G}(f)\le D_{\rm M}(f).$$

```lean
/-- For every observable the Glauber Dirichlet form lies between one half of the Metropolis
Dirichlet form and the full Metropolis Dirichlet form. -/
theorem glauber_dirichlet_bounds [Fintype ι] {π : ι → ℝ} {q : ι → ι → ℝ}
    (hπ : ∀ i, 0 < π i) (hq : ∀ i j, q i j = q j i) (hq0 : ∀ i j, 0 ≤ q i j)
    (f : ι → ℝ) :
    1 / 2 * dirichlet π (metropolis π q) f ≤ dirichlet π (glauber π q) f ∧
      dirichlet π (glauber π q) f ≤ dirichlet π (metropolis π q) f := by
  refine ⟨?_, dirichlet_le_metropolis hπ hq hq0 (glauber_mem_admissible hπ hq hq0) f⟩
  -- half the smaller weight is at most the product over the sum
  have hm : ∀ a b : ℝ, 0 < a → 0 < b → min a b / 2 ≤ a * b / (a + b) := by
    intro a b ha hb
    rw [div_le_div_iff₀ two_pos (add_pos ha hb)]
    rcases le_total a b with h | h
    · rw [min_eq_left h]
      nlinarith [mul_le_mul_of_nonneg_left h ha.le]
    · rw [min_eq_right h]
      nlinarith [mul_le_mul_of_nonneg_left h hb.le]
  have key : ∑ i, ∑ j, π i * metropolis π q i j * (f j - f i) ^ 2
      ≤ 2 * ∑ i, ∑ j, π i * glauber π q i j * (f j - f i) ^ 2 := by
    simp only [Finset.mul_sum]
    refine Finset.sum_le_sum fun i _ => Finset.sum_le_sum fun j _ => ?_
    have h : π i * metropolis π q i j ≤ 2 * (π i * glauber π q i j) := by
      rw [metropolis_flux hπ, glauber_flux]
      have := mul_le_mul_of_nonneg_left (hm _ _ (hπ i) (hπ j)) (hq0 i j)
      linarith
    have := mul_le_mul_of_nonneg_right h (sq_nonneg (f j - f i))
    linarith
  unfold dirichlet
  linarith
```

Q: What does a simulator learn from this?

A: On a finite state space with the same symmetric proposals, switching between these two acceptance rules changes the Dirichlet form of any observable by at most a factor of two. It does not say which rule reproduces a material's real kinetics.

Q: Could better constants replace $\tfrac12$ and $1$?

A: No, by the two-state system again. With $f=(0,1)$, the occupation of state 1, the forms are $\varepsilon$ and $\varepsilon/(1+\varepsilon)$. For weights normalised to sum to one they become $\varepsilon/(1+\varepsilon)$ and $\varepsilon/(1+\varepsilon)^2$, with the same ratio $1/(1+\varepsilon)$. It equals $\tfrac12$ at $\varepsilon=1$ and tends to $1$ as $\varepsilon\to0$. The theorem supplies the two unnormalised values; the limit is then elementary.

```lean
/-- For two states with weights `1` and `ε ≤ 1`, unit proposals and the occupation of the
second state as observable, the Metropolis and Glauber forms are `ε` and `ε / (1 + ε)`. -/
theorem two_state_dirichlet {ε : ℝ} (hε : 0 < ε) (hε1 : ε ≤ 1) :
    dirichlet ![1, ε] (metropolis ![1, ε] fun _ _ => 1) ![0, 1] = ε ∧
      dirichlet ![1, ε] (glauber ![1, ε] fun _ _ => 1) ![0, 1] = ε / (1 + ε) := by
  have hπ : ∀ i, 0 < (![1, ε] : Fin 2 → ℝ) i := by
    intro i
    fin_cases i <;> simp [hε]
  constructor
  · simp only [dirichlet, metropolis_flux hπ, Fin.sum_univ_two]
    simp [min_eq_left hε1, min_eq_right hε1]
    ring
  · simp only [dirichlet, glauber_flux, Fin.sum_univ_two]
    simp
    ring

end

end KineticMonteCarlo
```

```lean
#print axioms KineticMonteCarlo.dirichlet_eq_neg_generator
-- 'KineticMonteCarlo.dirichlet_eq_neg_generator' depends on axioms: [propext, Classical.choice, Quot.sound]
#print axioms KineticMonteCarlo.glauber_dirichlet_bounds
-- 'KineticMonteCarlo.glauber_dirichlet_bounds' depends on axioms: [propext, Classical.choice, Quot.sound]
#print axioms KineticMonteCarlo.two_state_dirichlet
-- 'KineticMonteCarlo.two_state_dirichlet' depends on axioms: [propext, Classical.choice, Quot.sound]
```
